# In the half oscillator, WKB with phase 3/4 gives the odd oscillator levels exactly

## Which energies count as exact

A particle moves in the potential x²/2 for x > 0 and meets a hard wall at x = 0; the question is whether the WKB rule gives its bound-state energies. To compare the two, one must first say what an exact energy is. Here it is a number E for which some nonzero polynomial times exp(−x²/2) vanishes at the wall and solves the Schrödinger equation for x > 0. The levels are then derived from the equation, within this class of wave functions.

Units are ħ = m = ω = 1, so energies are in units of ħω.

## The phase that a wall contributes

The classical momentum at energy E > 0 is √(2E − x²), and the particle turns back at x = √(2E). Write

S(E) = ∫ √(2E − x²) dx, from x = 0 to x = √(2E).

This is the one-way integral, half of the closed-orbit action ∮ p dx found in many textbooks.

At a soft turning point the wave leaks into the forbidden region, and in the allowed region the WKB wave function is, up to a constant factor, the sine of π/4 plus the momentum integral from x to the turning point, divided by the square root of the momentum at x. At the wall this sine must vanish, so S(E) + π/4 = (n + 1)π with n = 0, 1, 2, …, which gives

S(E) = (n + 3/4)π.

If the wall is treated as a second soft turning point, the right-hand side becomes (n + 1/2)π. Both cases have the form S(E) = (n + γ)π. The phase γ is an input to the theorems; the connection argument above is its physical origin.

## From the quarter circle to the WKB energies

The area of a quarter of the unit disc is

∫ √(1 − u²) du = π/4, from u = 0 to u = 1.

Put x = √(2E) u. The integrand becomes √(2E) √(1 − u²) and dx = √(2E) du, so

S(E) = 2E · π/4 = πE/2.

The quantization condition πE/2 = (n + γ)π then gives

E = 2(n + γ).

For γ = 3/4 this is 2n + 3/2. For γ = 1/2 it is 2n + 1, which is lower by 1/2 for every n.

## The exact energies from Hermite's equation

Suppose that ψ = p exp(−x²/2), with a nonzero polynomial p, solves the Schrödinger equation at energy E for x > 0 and vanishes at the wall. Each derivative replaces the polynomial factor f by f′ − xf, so

ψ″ = [p″ − 2xp′ + (x² − 1)p] exp(−x²/2).

Therefore

−ψ″/2 + x²ψ/2 − Eψ = −(1/2)[p″ − 2xp′ + (2E − 1)p] exp(−x²/2).

The exponential is never zero, so the bracket vanishes for all x > 0. A polynomial with infinitely many roots is zero, and Hermite's equation holds identically:

p″ − 2xp′ + (2E − 1)p = 0.

With cₖ the coefficient of xᵏ in p, this reads

(k + 2)(k + 1)cₖ₊₂ = (2k + 1 − 2E)cₖ.

The wall requires c₀ = p(0) = 0, and the recursion then removes every even coefficient. Let N be the degree of p. It must be odd, say N = 2m + 1. Since cₖ₊₂ = 0 and cₖ ≠ 0 at k = N, the recursion gives 2N + 1 − 2E = 0, hence

E = N + 1/2 = 2m + 3/2.

Conversely, each of these energies occurs. Define H₀ = 1 and Hₖ₊₁ = 2xHₖ − Hₖ′. The lowering rule is

Hₖ₊₁′ = 2(k + 1)Hₖ.

It holds for k = 0 because H₁ = 2x. If it holds for k, then

Hₖ₊₂′ = 2Hₖ₊₁ + 2xHₖ₊₁′ − Hₖ₊₁″
= 2Hₖ₊₁ + 2(k + 1)(2xHₖ − Hₖ′)
= 2(k + 2)Hₖ₊₁.

For E = k + 1 + 1/2 we have 2E − 1 = 2(k + 1), and Hermite's expression for Hₖ₊₁ becomes

2(k + 1)[Hₖ′ − 2xHₖ + Hₖ₊₁] = 0.

No Hₖ is zero: if Hₖ₊₁ were zero, the lowering rule would make Hₖ zero too, and so on down to H₀ = 1. Finally H₁(0) = 0, and

H₂ₙ₊₃(0) = −H₂ₙ₊₂′(0) = −2(2n + 2)H₂ₙ₊₁(0),

so every polynomial of odd index vanishes at the wall.

## What the two final theorems say

`wall_phase_exact` has two parts, for any real E. First, for each natural number n, E satisfies the WKB condition with phase 3/4 if and only if E = 2n + 3/2. Second, E satisfies that condition for some n if and only if E is the energy of a polynomial-times-Gaussian state of the half oscillator. `soft_phase_too_low` says that with phase 1/2 the condition holds exactly at `oddLevel n - 1 / 2`.

The definitions correspond to the physics as follows.

- `action E` is S(E), and `WKBLevel γ n E` says that E is positive and S(E) = (n + γ)π.
- `oddLevel n` is the full-oscillator energy k + 1/2 at k = 2n + 1. The index n counts half-oscillator states from zero.
- `wave p` is the wave function, with `p : ℝ[X]` a real polynomial. It is not normalised: for p = H₂ₙ₊₁, dividing by the square root of 2²ⁿ(2n + 1)!√π gives unit norm on the half line.
- `Schrodinger E ψ` imposes the equation only for x > 0, and `IsLevel E` adds the wall condition and p ≠ 0.

The step from this model to the full physical spectrum is that every normalisable eigenstate with ψ(0) = 0 has the polynomial-times-Gaussian form. That is standard oscillator theory, and it is used here without proof.

For semiclassical estimates near an impenetrable barrier, this one-particle, one-dimensional example shows how a wrong phase can hide: it shifts all levels by ħω/2 but leaves their spacing at 2ħω.

## Without the wall condition

Remove `wave p 0 = 0` from `IsLevel` and take p = 1. The function exp(−x²/2) solves the equation for x > 0 with E = 1/2, which is not of the form 2n + 3/2. The differential equation and p ≠ 0 therefore do not by themselves restrict the energies to the odd levels.

## The complete Lean file

```lean
import Mathlib

open Polynomial

namespace HalfOscillatorWKB

noncomputable section

/-- The classical action integral of the half oscillator, from the wall at `0` to the turning
point `√(2E)`, for energy `E ≥ 0` in units with `ħ = m = ω = 1`. -/
def action (E : ℝ) : ℝ := ∫ x in (0 : ℝ)..√(2 * E), √(2 * E - x ^ 2)

/-- The WKB quantization condition with phase `γ`: the energy is positive and the action
equals `(n + γ)π`. -/
def WKBLevel (γ : ℝ) (n : ℕ) (E : ℝ) : Prop :=
  0 < E ∧ action E = (n + γ) * Real.pi

/-- The energy `k + 1/2` of the full oscillator at the odd index `k = 2n + 1`. -/
def oddLevel (n : ℕ) : ℝ := (2 * n + 1) + 1 / 2

/-- The wave function `p(x) exp(-x²/2)` with polynomial factor `p`. -/
def wave (p : ℝ[X]) (x : ℝ) : ℝ := p.eval x * Real.exp (-x ^ 2 / 2)

/-- The Schrödinger equation `-ψ''/2 + x²ψ/2 = Eψ` on the half line `x > 0`. -/
def Schrodinger (E : ℝ) (ψ : ℝ → ℝ) : Prop :=
  ∀ x > 0, -(1 / 2) * deriv (deriv ψ) x + x ^ 2 / 2 * ψ x = E * ψ x

/-- `E` is the energy of a half-oscillator state of the form nonzero polynomial times Gaussian,
vanishing at the wall. -/
def IsLevel (E : ℝ) : Prop :=
  ∃ p : ℝ[X], p ≠ 0 ∧ wave p 0 = 0 ∧ Schrodinger E (wave p)

/-- Hermite's differential expression `p'' - 2xp' + (2E - 1)p`. -/
def hermiteOp (E : ℝ) (p : ℝ[X]) : ℝ[X] :=
  derivative (derivative p) - C 2 * (X * derivative p) + C (2 * E - 1) * p

/-- The Hermite polynomials, built by the raising rule `H₍ₖ₊₁₎ = 2xHₖ - Hₖ'` from `H₀ = 1`. -/
def hermitePoly : ℕ → ℝ[X]
  | 0 => 1
  | k + 1 => C 2 * (X * hermitePoly k) - derivative (hermitePoly k)

/-- The action of the half oscillator at energy `E ≥ 0` is `πE/2`. -/
theorem action_eq {E : ℝ} (hE : 0 ≤ E) : action E = Real.pi * E / 2 := by
  have h2E : 0 ≤ 2 * E := by linarith
  -- a quarter of the unit disc
  have hhalf : ∫ x in (0 : ℝ)..1, √(1 - x ^ 2) = Real.pi / 4 := by
    have hc : Continuous fun x : ℝ => √(1 - x ^ 2) := by fun_prop
    have hs := intervalIntegral.integral_add_adjacent_intervals
      (μ := MeasureTheory.volume) (hc.intervalIntegrable (-1) 0) (hc.intervalIntegrable 0 1)
    have h := intervalIntegral.integral_comp_neg (a := 0) (b := 1)
      (fun x : ℝ => √(1 - x ^ 2))
    simp only [neg_sq, neg_zero] at h
    rw [← h, integral_sqrt_one_sub_sq] at hs
    linarith
  -- rescale by the turning point
  have hi : ∀ x : ℝ, √(2 * E - (√(2 * E) * x) ^ 2) = √(2 * E) * √(1 - x ^ 2) := by
    intro x
    rw [← Real.sqrt_mul h2E (1 - x ^ 2), mul_pow, Real.sq_sqrt h2E]
    congr 1
    ring
  have h := intervalIntegral.mul_integral_comp_mul_left (a := 0) (b := 1)
    (f := fun x : ℝ => √(2 * E - x ^ 2)) (c := √(2 * E))
  simp only [hi, mul_zero, mul_one, intervalIntegral.integral_const_mul, hhalf] at h
  unfold action
  rw [← h]
  linear_combination (Real.pi / 4) * Real.mul_self_sqrt h2E

/-- For `n + γ > 0`, the WKB condition with phase `γ` selects the single energy `2(n + γ)`. -/
theorem wkbLevel_iff {γ : ℝ} {n : ℕ} (hn : 0 < n + γ) (E : ℝ) :
    WKBLevel γ n E ↔ E = 2 * (n + γ) := by
  constructor
  · rintro ⟨hE, h⟩
    rw [action_eq hE.le] at h
    have h' : Real.pi * E = Real.pi * (2 * (n + γ)) := by linarith
    exact mul_left_cancel₀ Real.pi_ne_zero h'
  · rintro rfl
    refine ⟨by linarith, ?_⟩
    rw [action_eq (by linarith)]
    ring

/-- Differentiating `p(x) exp(-x²/2)` replaces the polynomial `p` by `p' - xp`. -/
theorem deriv_wave (p : ℝ[X]) : deriv (wave p) = wave (derivative p - X * p) := by
  funext x
  have h : HasDerivAt (fun y : ℝ => -y ^ 2 / 2) (-x) x :=
    ((hasDerivAt_pow 2 x).fun_neg.div_const 2).congr_deriv (by norm_num; ring)
  have h3 : HasDerivAt (wave p) _ x := (p.hasDerivAt x).fun_mul h.exp
  rw [h3.deriv]
  simp only [wave, eval_sub, eval_mul, eval_X]
  ring

/-- A polynomial times the Gaussian solves the Schrödinger equation on the half line exactly
when the polynomial solves Hermite's equation. -/
theorem schrodinger_iff (E : ℝ) (p : ℝ[X]) :
    Schrodinger E (wave p) ↔ hermiteOp E p = 0 := by
  have key : ∀ x : ℝ, -(1 / 2) * deriv (deriv (wave p)) x + x ^ 2 / 2 * wave p x
      - E * wave p x = -(1 / 2) * ((hermiteOp E p).eval x * Real.exp (-x ^ 2 / 2)) := by
    intro x
    rw [deriv_wave, deriv_wave]
    simp only [wave, hermiteOp, derivative_sub, derivative_mul, derivative_X, eval_sub,
      eval_add, eval_mul, eval_X, eval_C, eval_one]
    ring
  constructor
  · intro h
    -- a polynomial with infinitely many roots is zero
    refine eq_zero_of_infinite_isRoot _ ((Set.Ioi_infinite (0 : ℝ)).mono fun x hx => ?_)
    have h1 := key x
    have h2 := h x hx
    have h3 : (hermiteOp E p).eval x * Real.exp (-x ^ 2 / 2) = 0 := by linarith
    exact (mul_eq_zero.mp h3).resolve_right (Real.exp_pos _).ne'
  · intro h x _
    have h1 := key x
    rw [h, eval_zero, zero_mul, mul_zero] at h1
    linarith

/-- The lowering rule for Hermite polynomials: `H₍ₖ₊₁₎' = 2(k + 1)Hₖ`. -/
theorem hermitePoly_lowering (k : ℕ) :
    derivative (hermitePoly (k + 1)) = C (2 * ((k : ℝ) + 1)) * hermitePoly k := by
  induction k with
  | zero => simp [hermitePoly]
  | succ k ih =>
    have e : hermitePoly (k + 1 + 1)
        = C 2 * (X * hermitePoly (k + 1)) - derivative (hermitePoly (k + 1)) := rfl
    have e' : hermitePoly (k + 1)
        = C 2 * (X * hermitePoly k) - derivative (hermitePoly k) := rfl
    have c : (C (2 * (((k + 1 : ℕ) : ℝ) + 1)) : ℝ[X]) = C 2 + C (2 * ((k : ℝ) + 1)) := by
      rw [← C_add]
      congr 1
      push_cast
      ring
    rw [e, derivative_sub, derivative_C_mul, derivative_mul, derivative_X, ih,
      derivative_C_mul, c]
    linear_combination (-(C (2 * ((k : ℝ) + 1)) : ℝ[X])) * e'

/-- The Hermite polynomial of index `k + 1` solves Hermite's equation at energy
`(k + 1) + 1/2`. -/
theorem hermitePoly_equation (k : ℕ) :
    hermiteOp ((k : ℝ) + 1 + 1 / 2) (hermitePoly (k + 1)) = 0 := by
  have e' : hermitePoly (k + 1)
      = C 2 * (X * hermitePoly k) - derivative (hermitePoly k) := rfl
  have c : (C (2 * ((k : ℝ) + 1 + 1 / 2) - 1) : ℝ[X]) = C (2 * ((k : ℝ) + 1)) := by
    congr 1
    ring
  rw [hermiteOp, hermitePoly_lowering, derivative_C_mul, c]
  linear_combination (C (2 * ((k : ℝ) + 1)) : ℝ[X]) * e'

/-- Hermite polynomials of odd index are nonzero and vanish at the wall. -/
theorem hermitePoly_odd (n : ℕ) :
    hermitePoly (2 * n + 1) ≠ 0 ∧ (hermitePoly (2 * n + 1)).eval 0 = 0 := by
  constructor
  · have hne : ∀ k, hermitePoly k ≠ 0 := by
      intro k
      induction k with
      | zero => exact one_ne_zero
      | succ k ih =>
        intro h
        have h1 := hermitePoly_lowering k
        rw [h, derivative_zero] at h1
        rcases mul_eq_zero.mp h1.symm with h2 | h2
        · have h3 : 2 * ((k : ℝ) + 1) ≠ 0 := by positivity
          exact h3 (C_eq_zero.mp h2)
        · exact ih h2
    exact hne _
  · induction n with
    | zero =>
      change eval 0 (C 2 * (X * 1) - derivative (1 : ℝ[X])) = 0
      simp
    | succ n ih =>
      have e : hermitePoly (2 * (n + 1) + 1) = C 2 * (X * hermitePoly (2 * n + 1 + 1))
          - derivative (hermitePoly (2 * n + 1 + 1)) := rfl
      rw [e, hermitePoly_lowering]
      simp only [eval_sub, eval_mul, eval_X, ih, zero_mul, mul_zero, sub_self]

/-- The energies of the polynomial-times-Gaussian states of the half oscillator are exactly
the odd levels of the full oscillator. -/
theorem isLevel_iff (E : ℝ) : IsLevel E ↔ ∃ n : ℕ, E = oddLevel n := by
  constructor
  · rintro ⟨p, hp, h0, hs⟩
    have hQ := (schrodinger_iff E p).mp hs
    -- the recursion for the coefficients
    have hrec : ∀ k : ℕ, ((k : ℝ) + 2) * ((k : ℝ) + 1) * p.coeff (k + 2)
        = (2 * k + 1 - 2 * E) * p.coeff k := by
      intro k
      have hX : (X * derivative p).coeff k = k * p.coeff k := by
        cases k <;> simp [coeff_X_mul, coeff_derivative, mul_comm]
      have h' : (hermiteOp E p).coeff k = 0 := by rw [hQ, coeff_zero]
      rw [hermiteOp, coeff_add, coeff_sub, coeff_C_mul, coeff_C_mul, hX, coeff_derivative,
        coeff_derivative, Nat.cast_add, Nat.cast_one] at h'
      have e : p.coeff (k + 2) = p.coeff (k + 1 + 1) := rfl
      rw [e]
      linear_combination h'
    -- the wall removes all even coefficients
    have hev : ∀ m : ℕ, p.coeff (2 * m) = 0 := by
      intro m
      induction m with
      | zero =>
        change p.coeff 0 = 0
        rw [coeff_zero_eq_eval_zero]
        simpa [wave] using h0
      | succ m ih =>
        have h1 := hrec (2 * m)
        rw [ih, mul_zero] at h1
        have h2 : (((2 * m : ℕ) : ℝ) + 2) * (((2 * m : ℕ) : ℝ) + 1) ≠ 0 := by positivity
        exact (mul_eq_zero.mp h1).resolve_left h2
    -- the top coefficient fixes the energy
    have hc : p.coeff p.natDegree ≠ 0 := leadingCoeff_ne_zero.mpr hp
    have ht := hrec p.natDegree
    rw [coeff_eq_zero_of_natDegree_lt (show p.natDegree < p.natDegree + 2 by omega),
      mul_zero] at ht
    have hE := (mul_eq_zero.mp ht.symm).resolve_right hc
    obtain ⟨m, hm | hm⟩ := Nat.even_or_odd' p.natDegree
    · exact absurd (by rw [hm]; exact hev m) hc
    · refine ⟨m, ?_⟩
      rw [hm] at hE
      push_cast at hE
      unfold oddLevel
      linarith
  · rintro ⟨n, rfl⟩
    obtain ⟨hne, h0⟩ := hermitePoly_odd n
    refine ⟨hermitePoly (2 * n + 1), hne, by rw [wave, h0, zero_mul], ?_⟩
    rw [schrodinger_iff]
    have h := hermitePoly_equation (2 * n)
    rw [Nat.cast_mul, Nat.cast_ofNat] at h
    exact h

/-- With the wall phase `3/4` the `n`-th WKB energy is the odd oscillator level `2n + 3/2`, and
the WKB energies are exactly those of the polynomial-times-Gaussian states of the half
oscillator. -/
theorem wall_phase_exact (E : ℝ) :
    (∀ n : ℕ, WKBLevel (3 / 4) n E ↔ E = oddLevel n) ∧
      ((∃ n : ℕ, WKBLevel (3 / 4) n E) ↔ IsLevel E) := by
  have h : ∀ n : ℕ, WKBLevel (3 / 4) n E ↔ E = oddLevel n := by
    intro n
    have e : oddLevel n = 2 * ((n : ℝ) + 3 / 4) := by
      unfold oddLevel
      ring
    rw [wkbLevel_iff (by positivity), e]
  exact ⟨h, (exists_congr h).trans (isLevel_iff E).symm⟩

/-- With the phase `1/2` of two soft turning points, the `n`-th WKB energy lies below the
`n`-th odd oscillator level by exactly `1/2`. -/
theorem soft_phase_too_low (n : ℕ) (E : ℝ) :
    WKBLevel (1 / 2) n E ↔ E = oddLevel n - 1 / 2 := by
  have e : oddLevel n - 1 / 2 = 2 * ((n : ℝ) + 1 / 2) := by
    unfold oddLevel
    ring
  rw [wkbLevel_iff (by positivity), e]

end

end HalfOscillatorWKB
```

```lean
#print axioms HalfOscillatorWKB.wall_phase_exact
#print axioms HalfOscillatorWKB.soft_phase_too_low
```

```
'HalfOscillatorWKB.wall_phase_exact' depends on axioms: [propext, Classical.choice, Quot.sound]
'HalfOscillatorWKB.soft_phase_too_low' depends on axioms: [propext, Classical.choice, Quot.sound]
```

## How the lemmas carry the calculation

`action_eq` starts from Mathlib's value π/2 for the integral of √(1 − x²) over [−1, 1]. Reflection symmetry halves it, and `intervalIntegral.mul_integral_comp_mul_left` performs the substitution x = √(2E) u. `wkbLevel_iff` then cancels π and solves for E, for any phase with n + γ > 0.

`deriv_wave` is the rule f ↦ f′ − xf, obtained from the product and chain rules. Applied twice in `schrodinger_iff`, it gives the identity named `key`, which is the displayed relation between the Schrödinger and Hermite expressions.

`hermitePoly_lowering` is the induction for the lowering rule, and `hermitePoly_equation` deduces Hermite's equation from it. In both, `linear_combination` finishes by adding the right multiple of the raising rule. `hermitePoly_odd` supplies the nonzero polynomials that vanish at the wall.

`isLevel_iff` joins the two directions. Its first half reads off the recursion as `hrec`, removes the even coefficients in `hev`, and evaluates the recursion at `p.natDegree` to fix E. Its second half uses the odd Hermite polynomials as the required states. The final theorems rewrite `oddLevel n` as 2(n + 3/4), or the shifted level as 2(n + 1/2), and apply `wkbLevel_iff`; the second part of `wall_phase_exact` also uses `isLevel_iff`.

## From a half line to a polynomial identity

The Schrödinger equation is a statement about values at x > 0, whereas the recursion needs an equality of polynomials, coefficient by coefficient. The Mathlib lemma `eq_zero_of_infinite_isRoot` makes this passage: a polynomial whose set of roots is infinite is the zero polynomial. `Set.Ioi_infinite` says that the positive reals form an infinite set, and `.mono` carries this over to the root set that contains them. The resulting equation `hermiteOp E p = 0` no longer mentions x, so `coeff` can be applied to both sides. It also allows evaluation at the wall, although the differential equation was imposed only to its right.
